# Electrostatic energy of an electron displaced in a uniformly charged sphere

Take a sphere of radius 1 filled uniformly with one unit of positive charge, and place a point electron on its surface. In Hartree atomic units, the background's self-energy is 3/5 and its potential at the surface is 1, so the total energy is 3/5 − 1 = −2/5. Halfway to the centre the potential is 11/8, and the energy falls to −31/40. Only the potential at the electron has changed. For radius R > 0 and distance r from the centre, with 0 < r ≤ R, the problems below lead to

E(r) = −9/(10R) + r²/(2R³).

## The sphere and its potential

```lean
import Mathlib

open Set

namespace DisplacedWignerSeitz

noncomputable section
```

The background has constant density ρ, written `density R`.

```lean
/-- Density of a unit charge spread uniformly over a ball of radius `R`. -/
def density (R : ℝ) : ℝ := 3 / (4 * Real.pi * R ^ 3)
```

The parabola to be derived also gets a name.

```lean
/-- The parabolic potential `(3R² - r²) / (2R³)`. -/
def ballPotential (R r : ℝ) : ℝ := (3 * R ^ 2 - r ^ 2) / (2 * R ^ 3)
```

The potential φ enters through conditions, not through this formula. Its slope is g = φ′, and inside the sphere Poisson's equation reads

(r²g)′ = −4πρr².

At the surface φ = 1/R and g = −1/R². The background looks like a unit point charge from outside, and without a surface charge neither potential nor field jumps there. `IsBackgroundPotential R φ g` collects these conditions, with continuity up to the surface. It says nothing about the centre.

```lean
/-- `φ`, with radial slope `g`, solves the radial Poisson equation for the uniform background
inside the sphere and joins the Coulomb potential `1/r` in value and slope at the surface. -/
structure IsBackgroundPotential (R : ℝ) (φ g : ℝ → ℝ) : Prop where
  slope : ∀ r ∈ Ioo 0 R, HasDerivAt φ (g r) r
  poisson : ∀ r ∈ Ioo 0 R,
    HasDerivAt (fun s => s ^ 2 * g s) (-(4 * Real.pi * density R * r ^ 2)) r
  cont : ContinuousOn φ (Ioc 0 R)
  slope_cont : ContinuousOn g (Ioc 0 R)
  surface : φ R = 1 / R
  slope_surface : g R = -1 / R ^ 2
```

The energy is half the integral of φ over the background charge, minus φ at the electron. The factor 1/2 counts each pair of background elements once; the minus sign is the electron's charge.

```lean
/-- Electrostatic energy of the cell with the electron at distance `r` from the centre:
self-energy of the background in its potential `φ`, minus `φ` at the electron. -/
def cellEnergy (R : ℝ) (φ : ℝ → ℝ) (r : ℝ) : ℝ :=
  (1 / 2) * (∫ s in (0 : ℝ)..R, φ s * (4 * Real.pi * density R * s ^ 2)) - φ r
```

The model is one isolated, classical, spherical cell: it has no kinetic energy, no exchange and no interaction with neighbouring cells.

## (a) The background carries unit charge

Show that the density times the volume of the sphere is 1.

With ρ = 3/(4πR³), the product ρ · (4/3)πR³ cancels to 1. `field_simp` performs the cancellation, using that π and R are nonzero.

```lean
/-- The background density times the volume of the sphere is one unit of charge. -/
theorem density_mul_volume {R : ℝ} (hR : 0 < R) :
    density R * (4 / 3 * Real.pi * R ^ 3) = 1 := by
  have hpi := Real.pi_pos.ne'
  have hR0 := hR.ne'
  unfold density
  field_simp
```

## (b) The source strength is 3/R³

Express 4πρ through R alone.

Multiply (a) by 3 to get 4πρR³ = 3, then divide by R³. The `linear_combination` step is this multiple of (a).

```lean
private lemma four_pi_density {R : ℝ} (hR : 0 < R) :
    4 * Real.pi * density R = 3 / R ^ 3 := by
  rw [eq_div_iff (pow_ne_zero 3 hR.ne')]
  linear_combination 3 * density_mul_volume hR
```

## (c) An integral for the shell sums

For constants a and b, integrate as² + bs⁴ from 0 to R.

An antiderivative is as³/3 + bs⁵/5, which vanishes at 0, so the integral is

aR³/3 + bR⁵/5.

The proof checks the derivative and applies the fundamental theorem of calculus.

```lean
private lemma integral_even (a b R : ℝ) :
    ∫ s in (0 : ℝ)..R, (a * s ^ 2 + b * s ^ 4) = a / 3 * R ^ 3 + b / 5 * R ^ 5 := by
  have hd : ∀ s ∈ uIcc 0 R, HasDerivAt (fun s : ℝ => a / 3 * s ^ 3 + b / 5 * s ^ 5)
      (a * s ^ 2 + b * s ^ 4) s := by
    intro s _
    refine (((hasDerivAt_pow 3 s).const_mul (a / 3)).fun_add
      ((hasDerivAt_pow 5 s).const_mul (b / 5))).congr_deriv ?_
    simp only [Nat.cast_ofNat, Nat.reduceSub]
    ring
  rw [intervalIntegral.integral_eq_sub_of_hasDerivAt hd
    (Continuous.intervalIntegrable (by fun_prop) _ _)]
  ring
```

## (d) The slope inside the sphere

Find g(r) for 0 < r ≤ R from Poisson's equation and the surface slope.

By (b), (s²g)′ = −3s²/R³, so s²g(s) + s³/R³ has zero derivative and is constant between r and R. At s = R it equals −1 + 1 = 0. Hence r²g(r) = −r³/R³, and division by r² gives

g(r) = −r/R³.

In Lean, `constant_of_has_deriv_right_zero` supplies the constancy, and `mul_left_cancel₀` divides by r².

```lean
/-- For `0 < r ≤ R` the slope of the background potential is `-r/R³`. -/
theorem slope_eq {R : ℝ} {φ g : ℝ → ℝ} (hR : 0 < R) (h : IsBackgroundPotential R φ g)
    {r : ℝ} (hr : r ∈ Ioc 0 R) : g r = -r / R ^ 3 := by
  have hR0 := hR.ne'
  have hg : ContinuousOn g (Icc r R) :=
    h.slope_cont.mono fun s hs => ⟨lt_of_lt_of_le hr.1 hs.1, hs.2⟩
  -- the Poisson equation makes this combination constant between r and the surface
  have hc : R ^ 2 * g R + 1 / R ^ 3 * R ^ 3 = r ^ 2 * g r + 1 / R ^ 3 * r ^ 3 := by
    refine constant_of_has_deriv_right_zero
      (f := fun s => s ^ 2 * g s + 1 / R ^ 3 * s ^ 3) (a := r) (b := R)
      (by fun_prop) ?_ R ⟨hr.2, le_rfl⟩
    intro s hs
    refine (((h.poisson s ⟨lt_of_lt_of_le hr.1 hs.1, hs.2⟩).fun_add
      ((hasDerivAt_pow 3 s).const_mul (1 / R ^ 3))).congr_deriv ?_).hasDerivWithinAt
    simp only [Nat.cast_ofNat, Nat.reduceSub]
    rw [four_pi_density hR]
    ring
  rw [h.slope_surface] at hc
  have e : R ^ 2 * (-1 / R ^ 2) + 1 / R ^ 3 * R ^ 3 = 0 := by
    field_simp
    ring
  apply mul_left_cancel₀ (pow_ne_zero 2 hr.1.ne')
  linear_combination e - hc
```

## (e) The surface conditions fix the potential

Find φ(r) for 0 < r ≤ R.

By (d), φ(s) + s²/(2R³) also has zero derivative. Its value at the surface is 1/R + 1/(2R) = 3/(2R), so

φ(r) = 3/(2R) − r²/(2R³) = (3R² − r²)/(2R³).

The proof repeats the pattern of (d), with the surface value of φ fixing the constant.

```lean
/-- The Poisson equation and the matching to `1/r` at the surface determine the potential for `0 < r
≤ R`: it is `(3R² - r²) / (2R³)`. -/
theorem potential_eq {R : ℝ} {φ g : ℝ → ℝ} (hR : 0 < R) (h : IsBackgroundPotential R φ g)
    {r : ℝ} (hr : r ∈ Ioc 0 R) : φ r = ballPotential R r := by
  have hR0 := hR.ne'
  have hφ : ContinuousOn φ (Icc r R) :=
    h.cont.mono fun s hs => ⟨lt_of_lt_of_le hr.1 hs.1, hs.2⟩
  -- second integration, again inward from the surface
  have hc : φ R + 1 / (2 * R ^ 3) * R ^ 2 = φ r + 1 / (2 * R ^ 3) * r ^ 2 := by
    refine constant_of_has_deriv_right_zero
      (f := fun s => φ s + 1 / (2 * R ^ 3) * s ^ 2) (a := r) (b := R)
      (by fun_prop) ?_ R ⟨hr.2, le_rfl⟩
    intro s hs
    have hs0 : 0 < s := lt_of_lt_of_le hr.1 hs.1
    refine (((h.slope s ⟨hs0, hs.2⟩).fun_add
      ((hasDerivAt_pow 2 s).const_mul (1 / (2 * R ^ 3)))).congr_deriv ?_).hasDerivWithinAt
    simp only [Nat.cast_ofNat, Nat.reduceSub]
    rw [slope_eq hR h ⟨hs0, hs.2.le⟩]
    ring
  rw [h.surface] at hc
  have e : 1 / R + 1 / (2 * R ^ 3) * R ^ 2 = 3 * R ^ 2 / (2 * R ^ 3) := by
    field_simp
    ring
  unfold ballPotential
  linear_combination e - hc
```

## (f) The parabola solves the boundary problem

Verify that a potential with all the required properties exists.

Differentiating (3R² − r²)/(2R³) gives −r/R³. Then r² times this slope is −r³/R³, whose derivative is −3r²/R³ = −4πρr². At r = R the potential is 2R²/(2R³) = 1/R and the slope is −1/R². Both functions are polynomials in r, hence continuous. The six goals in the proof are the six fields of the structure, so the hypothesis used in the other parts can be met for every R > 0.

```lean
/-- The parabola `(3R² - r²) / (2R³)`, with slope `-r/R³`, solves the Poisson equation of the
background and matches `1/r` in value and slope at the surface. -/
theorem isBackgroundPotential_witness {R : ℝ} (hR : 0 < R) :
    IsBackgroundPotential R (ballPotential R) (fun r => -r / R ^ 3) := by
  have hR0 := hR.ne'
  refine ⟨?_, ?_, ?_, ?_, ?_, ?_⟩
  · intro r _
    refine (((hasDerivAt_pow 2 r).const_sub (3 * R ^ 2)).div_const
      (2 * R ^ 3)).congr_deriv ?_
    simp only [Nat.cast_ofNat, Nat.reduceSub]
    ring
  · intro r _
    show HasDerivAt (fun s : ℝ => s ^ 2 * (-s / R ^ 3)) _ r
    have hf : (fun s : ℝ => s ^ 2 * (-s / R ^ 3)) = fun s => -1 / R ^ 3 * s ^ 3 := by
      funext s
      ring
    rw [hf, four_pi_density hR]
    refine ((hasDerivAt_pow 3 r).const_mul (-1 / R ^ 3)).congr_deriv ?_
    simp only [Nat.cast_ofNat, Nat.reduceSub]
    ring
  · exact ((continuous_const.sub (continuous_pow 2)).div_const _).continuousOn
  · exact (continuous_neg.div_const _).continuousOn
  · unfold ballPotential
    field_simp
    ring
  · show -R / R ^ 3 = -1 / R ^ 2
    field_simp
```

## (g) The energy at displacement r

Evaluate the cell energy for 0 < r ≤ R.

The potential times the charge per unit radius is

φ(s) · 3s²/R³ = 9s²/(2R⁴) − 3s⁴/(2R⁶).

By (c) its integral is 3/(2R) − 3/(10R) = 6/(5R), and half of that is the self-energy 3/(5R). Therefore

E(r) = 3/(5R) − 3/(2R) + r²/(2R³) = −9/(10R) + r²/(2R³).

In the proof, `hI` rewrites the integrand on 0 < s ≤ R, where (e) applies; the single point s = 0 does not affect the integral.

```lean
/-- With the electron at distance `r` from the centre of the sphere, `0 < r ≤ R`, the electrostatic
energy of the cell is `-9/(10R) + r²/(2R³)`. -/
theorem cellEnergy_eq {R : ℝ} {φ g : ℝ → ℝ} (hR : 0 < R) (h : IsBackgroundPotential R φ g)
    {r : ℝ} (hr : r ∈ Ioc 0 R) :
    cellEnergy R φ r = -9 / (10 * R) + r ^ 2 / (2 * R ^ 3) := by
  have hR0 := hR.ne'
  -- potential times the charge in each shell is an even quartic
  have hI : ∫ s in (0 : ℝ)..R, φ s * (4 * Real.pi * density R * s ^ 2) =
      ∫ s in (0 : ℝ)..R, (9 / (2 * R ^ 4) * s ^ 2 + -3 / (2 * R ^ 6) * s ^ 4) := by
    refine intervalIntegral.integral_congr_ae (Filter.Eventually.of_forall fun s hs => ?_)
    rw [uIoc_of_le hR.le] at hs
    rw [potential_eq hR h hs, four_pi_density hR]
    unfold ballPotential
    field_simp
    ring
  unfold cellEnergy
  rw [hI, integral_even, potential_eq hR h hr]
  unfold ballPotential
  field_simp
  ring
```

## (h) The restoring force is linear

Differentiate the energy with respect to r for 0 < r < R.

The self-energy does not depend on r, so

E′(r) = −g(r) = r/R³ = (4πρ/3)r.

The force −E′(r) pulls the electron towards the centre. The proof differentiates the definition of the energy directly, then inserts (d) and (b).

```lean
/-- The energy of the cell rises with the displacement of the electron at the rate `(4πρ/3) r` for
`0 < r < R`, where `ρ` is the background density. -/
theorem hasDerivAt_cellEnergy {R : ℝ} {φ g : ℝ → ℝ} (hR : 0 < R)
    (h : IsBackgroundPotential R φ g) {r : ℝ} (hr : r ∈ Ioo 0 R) :
    HasDerivAt (cellEnergy R φ) (4 * Real.pi * density R / 3 * r) r := by
  refine ((h.slope r hr).const_sub _).congr_deriv ?_
  rw [slope_eq hR h ⟨hr.1, hr.2.le⟩, four_pi_density hR]
  ring
```

## (i) The average over a uniform distribution

Average E(r) over electron positions spread uniformly through the sphere.

The probability per unit radius is 3r²/R³, the same function as the background charge per unit radius. The integrand becomes

−27r²/(10R⁴) + 3r⁴/(2R⁶),

and (c) gives −9/(10R) + 3/(10R) = −3/(5R). The proof uses (g) for the integrand and then the same integral formula.

```lean
/-- Averaged over electron positions distributed uniformly in the sphere, the energy of the
cell is `-3/(5R)`. -/
theorem average_cellEnergy {R : ℝ} {φ g : ℝ → ℝ} (hR : 0 < R)
    (h : IsBackgroundPotential R φ g) :
    ∫ r in (0 : ℝ)..R, cellEnergy R φ r * (4 * Real.pi * density R * r ^ 2) =
      -3 / (5 * R) := by
  have hR0 := hR.ne'
  have hI : ∫ r in (0 : ℝ)..R, cellEnergy R φ r * (4 * Real.pi * density R * r ^ 2) =
      ∫ r in (0 : ℝ)..R, (-27 / (10 * R ^ 4) * r ^ 2 + 3 / (2 * R ^ 6) * r ^ 4) := by
    refine intervalIntegral.integral_congr_ae (Filter.Eventually.of_forall fun s hs => ?_)
    rw [uIoc_of_le hR.le] at hs
    rw [cellEnergy_eq hR h hs, four_pi_density hR]
    field_simp
    ring
  rw [hI, integral_even]
  field_simp
  ring

end

end DisplacedWignerSeitz
```

```lean
#print axioms DisplacedWignerSeitz.hasDerivAt_cellEnergy
-- 'DisplacedWignerSeitz.hasDerivAt_cellEnergy' depends on axioms: [propext, Classical.choice, Quot.sound]
#print axioms DisplacedWignerSeitz.average_cellEnergy
-- 'DisplacedWignerSeitz.average_cellEnergy' depends on axioms: [propext, Classical.choice, Quot.sound]
```

## Comparison with an Ewald routine

A plane-wave code computes the energy of point charges in a uniform neutralising background by Ewald summation. For one unit charge per primitive cell of volume Ω on an fcc or bcc lattice, set R = (3Ω/(4π))^(1/3). The Ewald energy per cell should then lie close to −9/(10R), though not equal to it, because the real cell is a polyhedron. The r² term does not show up in this test: moving the only charge in the cell shifts the whole lattice through a uniform background and leaves the Ewald energy unchanged.
